# The minimax approximation of the sign function by $c\,x/(x^2+d)$ across a gap

A pole expansion of the density matrix needs values for its poles and weights. Here they are chosen from the smallest and the largest distance of the levels from the chemical potential. For non-interacting levels at zero temperature and a single pair of poles, placed symmetrically above and below the chemical potential in the complex plane and given equal real weights, the parts below find the choice with the smallest worst-case error and bound the resulting error in the electron count.

Let $x$ be an orbital energy measured from the chemical potential $\mu$, in units that give $|x|\le 1$ for all levels. The gap enters through $a>0$, with $|x|\ge a$. The exact occupation is $(1-\operatorname{sgn}x)/2$, and the sign is replaced by

$$r(x)=\frac{c\,x}{x^2+d}=\frac c2\left(\frac1{x+i\sqrt d}+\frac1{x-i\sqrt d}\right).$$

Here $c$ is real. The condition $d>0$ puts the poles on the imaginary axis, away from every level.

In Lean 4 with Mathlib:

```lean
import Mathlib

open Set

namespace ZolotarevOnePole

noncomputable section
```

The function $r$ is `onePole c d`.

```lean
/-- The one-pole-pair rational function `c x / (x² + d)`, used for `d > 0`. -/
def onePole (c d x : ℝ) : ℝ := c * x / (x ^ 2 + d)
```

Two functions of $a$ receive names here and their meaning in parts (b) and (c).

```lean
/-- The error `((1 - √a) / (1 + √a))²`, for a gap parameter `a > 0`. -/
def minimaxError (a : ℝ) : ℝ := ((1 - √a) / (1 + √a)) ^ 2

/-- The weight `4 √a (1 + a) / (1 + √a)²`, for a gap parameter `a > 0`. -/
def optWeight (a : ℝ) : ℝ := 4 * √a * (1 + a) / (1 + √a) ^ 2
```

On the positive side of the gap the target is 1. `IsMaxError a c d E` says that $E$ is the largest value of $|r(x)-1|$ on $[a,1]$ and that some point attains it.

```lean
/-- `E` is the largest value, attained on `[a, 1]`, of the deviation of
`c x / (x² + d)` from one. -/
def IsMaxError (a c d E : ℝ) : Prop :=
  IsGreatest ((fun x => |onePole c d x - 1|) '' Icc a 1) E
```

## (a) An error bound without fractions

For $d>0$, turn an error bound $\delta$ at one point into two polynomial inequalities:

$$|r(x)-1|\le\delta\iff(1-\delta)(x^2+d)\le c\,x\le(1+\delta)(x^2+d).$$

The left side means $1-\delta\le r(x)\le1+\delta$. Multiplying by $x^2+d>0$ gives the right side, and dividing reverses the step. In the proof, `le_div_iff₀` and `div_le_iff₀` do this, and `abs_le` opens the absolute value.

```lean
/-- For `d > 0`, an error of at most `δ` at the point `x` amounts to two inequalities
without denominators. -/
theorem error_le_iff {c d x δ : ℝ} (hd : 0 < d) :
    |onePole c d x - 1| ≤ δ ↔
      (1 - δ) * (x ^ 2 + d) ≤ c * x ∧ c * x ≤ (1 + δ) * (x ^ 2 + d) := by
  have hD : 0 < x ^ 2 + d := by positivity
  rw [← le_div_iff₀ hD, ← div_le_iff₀ hD, abs_le]
  unfold onePole
  constructor
  · rintro ⟨h1, h2⟩
    constructor <;> linarith
  · rintro ⟨h1, h2⟩
    constructor <;> linarith
```

## (b) Three points limit the accuracy

Let $a,d>0$, and let the error be at most $\delta$ at $a$, $\sqrt a$ and $1$. Show that

$$E(a):=\left(\frac{1-\sqrt a}{1+\sqrt a}\right)^2\le\delta.$$

Write $s=\sqrt a$. Part (a) supplies

$$(1-\delta)(s^4+d)\le cs^2,\qquad(1-\delta)(1+d)\le c,\qquad cs\le(1+\delta)(s^2+d).$$

Add $s^2$ times the second inequality to the first. Since $s^4+d+s^2(1+d)=(1+s^2)(s^2+d)$, the third inequality times $2s$ then gives

$$(1-\delta)(1+s^2)(s^2+d)\le2cs^2\le2s(1+\delta)(s^2+d).$$

Cancel $s^2+d>0$ to get $(1-\delta)(1+s^2)\le2s(1+\delta)$, which is `key` in the code. Collecting $\delta$ yields $(1-s)^2\le\delta(1+s)^2$, the claim.

```lean
/-- For `a > 0` and `d > 0`, an error bound that holds at the three points `a`, `√a` and `1`
cannot be smaller than `((1 - √a) / (1 + √a))²`. -/
theorem three_point_bound {a c d δ : ℝ} (ha : 0 < a) (hd : 0 < d)
    (h1 : |onePole c d a - 1| ≤ δ) (h2 : |onePole c d (√a) - 1| ≤ δ)
    (h3 : |onePole c d 1 - 1| ≤ δ) : minimaxError a ≤ δ := by
  obtain ⟨s, hs, rfl⟩ : ∃ s : ℝ, 0 < s ∧ a = s ^ 2 :=
    ⟨√a, Real.sqrt_pos.2 ha, (Real.sq_sqrt ha.le).symm⟩
  rw [Real.sqrt_sq hs.le] at h2
  have e1 := ((error_le_iff hd).1 h1).1
  have e2 := ((error_le_iff hd).1 h2).2
  have e3 := ((error_le_iff hd).1 h3).1
  have hpos : 0 < s ^ 2 + d := by positivity
  -- the weights 1 and a make the common factor a + d appear
  have key : (1 - δ) * (1 + s ^ 2) ≤ 2 * s * (1 + δ) := by
    refine le_of_mul_le_mul_right ?_ hpos
    nlinarith [mul_le_mul_of_nonneg_left e3 (sq_nonneg s),
      mul_le_mul_of_nonneg_left e2 hs.le]
  unfold minimaxError
  rw [Real.sqrt_sq hs.le, div_pow, div_le_iff₀ (by positivity)]
  nlinarith [key]
```

## (c) Parameters that respect the limit

For $a>0$, set $d=a$ and $c=w(a):=4\sqrt a(1+a)/(1+\sqrt a)^2$, which is `optWeight a`. Show that

$$|r(x)-1|\le E(a)\quad\text{for all }x\in[a,1].$$

With $s=\sqrt a$ and $E=E(a)$,

$$1-E=\frac{4s}{(1+s)^2},\qquad1+E=\frac{2(1+s^2)}{(1+s)^2}.$$

The distances of $r$ from these two limits are therefore

$$r(x)-(1-E)=\frac{4s\,(x-s^2)(1-x)}{(1+s)^2(x^2+s^2)},$$

$$(1+E)-r(x)=\frac{2(1+s^2)(x-s)^2}{(1+s)^2(x^2+s^2)}.$$

Both are non-negative on $[a,1]$. They are `lo` and `hi` in the proof, where `field_simp` and `ring` check the algebra.

```lean
/-- For `a > 0`, the function with pole parameter `d = a` and weight `optWeight a` deviates
from one by at most `minimaxError a` everywhere on `[a, 1]`. -/
theorem optimal_error_le {a x : ℝ} (ha : 0 < a) (hx : x ∈ Icc a 1) :
    |onePole (optWeight a) a x - 1| ≤ minimaxError a := by
  obtain ⟨s, hs, rfl⟩ : ∃ s : ℝ, 0 < s ∧ a = s ^ 2 :=
    ⟨√a, Real.sqrt_pos.2 ha, (Real.sq_sqrt ha.le).symm⟩
  have hD : x ^ 2 + s ^ 2 ≠ 0 := by positivity
  have hS : 1 + s ≠ 0 := by positivity
  unfold onePole optWeight minimaxError
  rw [Real.sqrt_sq hs.le]
  -- distances to the lower and to the upper error limit
  have lo : 4 * s * (1 + s ^ 2) / (1 + s) ^ 2 * x / (x ^ 2 + s ^ 2) - 1
      + ((1 - s) / (1 + s)) ^ 2
      = 4 * s * ((x - s ^ 2) * (1 - x)) / ((1 + s) ^ 2 * (x ^ 2 + s ^ 2)) := by
    field_simp
    ring
  have hi : ((1 - s) / (1 + s)) ^ 2
      - (4 * s * (1 + s ^ 2) / (1 + s) ^ 2 * x / (x ^ 2 + s ^ 2) - 1)
      = 2 * (1 + s ^ 2) * (x - s) ^ 2 / ((1 + s) ^ 2 * (x ^ 2 + s ^ 2)) := by
    field_simp
    ring
  have hp : 0 ≤ (x - s ^ 2) * (1 - x) :=
    mul_nonneg (sub_nonneg.2 hx.1) (sub_nonneg.2 hx.2)
  have lo' : 0 ≤ 4 * s * ((x - s ^ 2) * (1 - x)) / ((1 + s) ^ 2 * (x ^ 2 + s ^ 2)) :=
    div_nonneg (mul_nonneg (by positivity) hp) (by positivity)
  have hi' : 0 ≤ 2 * (1 + s ^ 2) * (x - s) ^ 2 / ((1 + s) ^ 2 * (x ^ 2 + s ^ 2)) := by
    positivity
  rw [abs_le]
  constructor <;> linarith
```

## (d) The geometric mean lies in the interval

For $0<a\le1$, show that the middle point of part (b) is admissible:

$$a\le\sqrt a\le1.$$

From $a\le1$ follows $\sqrt a\le1$, and multiplying by $\sqrt a$ gives $a\le\sqrt a$.

```lean
/-- For `0 < a ≤ 1`, the geometric mean `√a` of the end points lies in `[a, 1]`. -/
theorem sqrt_mem_Icc {a : ℝ} (ha : 0 < a) (ha1 : a ≤ 1) : √a ∈ Icc a 1 := by
  have h1 : √a ≤ 1 := Real.sqrt_le_iff.2 ⟨by norm_num, by linarith⟩
  exact ⟨by nlinarith [Real.sq_sqrt ha.le,
    mul_nonneg (Real.sqrt_nonneg a) (sub_nonneg.2 h1)], h1⟩
```

## (e) The smallest worst-case error

For $0<a<1$, show that

$$\min_{c\in\mathbb R,\;d>0}\;\max_{x\in[a,1]}\left|\frac{c\,x}{x^2+d}-1\right|=E(a),$$

attained at $d=a$, $c=w(a)$.

For these parameters $r(1)=w(a)/(1+a)=4\sqrt a/(1+\sqrt a)^2=1-E(a)$, so the error $E(a)$ occurs at $x=1$. By (c) it is never exceeded. Now suppose that some other pair had an error below $E(a)$ on the whole interval. The largest of its errors at $a$, $\sqrt a$ and $1$ would be a $\delta<E(a)$, against (b).

The theorem words the lower bound pointwise: for every real $c$ and $d>0$ there is an $x\in[a,1]$ with error at least $E(a)$. This is the case of one pole pair in Zolotarev's sign approximation; optimal poles for several pairs are a separate problem.

Take $a=1/4$. Then $E=1/9$, $w=10/9$, and

$$r(1/4)=\tfrac89,\qquad r(1/2)=\tfrac{10}9,\qquad r(1)=\tfrac89.$$

The error reaches its full size three times, with alternating sign.

```lean
/-- Zolotarev sign approximation by `c x / (x² + d)`: for `0 < a < 1` the parameters
`c = optWeight a`, `d = a` have maximal error `((1 - √a) / (1 + √a))²` on `[a, 1]`, and every choice
of real `c` and `d > 0` has at least this error somewhere on `[a, 1]`. -/
theorem zolotarev_one_pole {a : ℝ} (ha : 0 < a) (ha1 : a < 1) :
    IsMaxError a (optWeight a) a (minimaxError a) ∧
      ∀ c d : ℝ, 0 < d → ∃ x ∈ Icc a 1, minimaxError a ≤ |onePole c d x - 1| := by
  refine ⟨⟨⟨1, ⟨ha1.le, le_rfl⟩, ?_⟩, ?_⟩, ?_⟩
  · -- the error is attained at the end point 1
    have h : onePole (optWeight a) a 1 - 1 = -minimaxError a := by
      have hS : 1 + √a ≠ 0 := by positivity
      have hA : 1 + a ≠ 0 := by positivity
      have h1 : onePole (optWeight a) a 1 = 4 * √a / (1 + √a) ^ 2 := by
        unfold onePole optWeight
        rw [one_pow, mul_one]
        field_simp
      rw [h1]
      unfold minimaxError
      field_simp
      ring
    change |onePole (optWeight a) a 1 - 1| = minimaxError a
    rw [h, abs_neg, abs_of_nonneg (sq_nonneg _)]
  · rintro _ ⟨x, hx, rfl⟩
    exact optimal_error_le ha hx
  · intro c d hd
    by_contra hcon
    have hlt : ∀ x ∈ Icc a 1, |onePole c d x - 1| < minimaxError a :=
      fun x hx => lt_of_not_ge fun h => hcon ⟨x, hx, h⟩
    have hm := max_lt (hlt a ⟨le_rfl, ha1.le⟩)
      (max_lt (hlt _ (sqrt_mem_Icc ha ha1.le)) (hlt 1 ⟨ha1.le, le_rfl⟩))
    exact not_le_of_gt hm (three_point_bound ha hd (le_max_left _ _)
      ((le_max_left _ _).trans (le_max_right _ _))
      ((le_max_right _ _).trans (le_max_right _ _)))
```

## (f) No other pair does as well

Let $0<a<1$ and $d>0$, and let the error stay within $E(a)$ on $[a,1]$. Show that

$$d=a,\qquad c=w(a).$$

Put $\delta=E=E(a)$ in (b). Since $(1-E)(1+s^2)=2s(1+E)$, the two ends of the chain coincide, and both end-point inequalities are equalities:

$$cs^2=(1-E)(s^4+d),\qquad c=(1-E)(1+d).$$

Multiply the second by $s^2$ and subtract the first to find $(1-E)(1-s^2)(d-s^2)=0$. The first two factors are positive, so $d=s^2=a$, and then $c=(1-E)(1+a)=w(a)$. The equalities are `t1` and `t3`, and the product is `hz`.

```lean
/-- For `0 < a < 1` and `d > 0`, a function `c x / (x² + d)` whose error on `[a, 1]` nowhere
exceeds `minimaxError a` has `d = a` and `c = optWeight a`. -/
theorem optimal_unique {a c d : ℝ} (ha : 0 < a) (ha1 : a < 1) (hd : 0 < d)
    (h : ∀ x ∈ Icc a 1, |onePole c d x - 1| ≤ minimaxError a) :
    d = a ∧ c = optWeight a := by
  have e1 := ((error_le_iff hd).1 (h a ⟨le_rfl, ha1.le⟩)).1
  have e2 := ((error_le_iff hd).1 (h _ (sqrt_mem_Icc ha ha1.le))).2
  have e3 := ((error_le_iff hd).1 (h 1 ⟨ha1.le, le_rfl⟩)).1
  obtain ⟨s, hs, rfl⟩ : ∃ s : ℝ, 0 < s ∧ a = s ^ 2 :=
    ⟨√a, Real.sqrt_pos.2 ha, (Real.sq_sqrt ha.le).symm⟩
  have hS : 1 + s ≠ 0 := by positivity
  have hq : 1 - minimaxError (s ^ 2) = 4 * s / (1 + s) ^ 2 := by
    unfold minimaxError
    rw [Real.sqrt_sq hs.le]
    field_simp
    ring
  have hb : (1 - minimaxError (s ^ 2)) * (1 + s ^ 2)
      = 2 * s * (1 + minimaxError (s ^ 2)) := by
    unfold minimaxError
    rw [Real.sqrt_sq hs.le]
    field_simp
    ring
  have hw : optWeight (s ^ 2) = (1 - minimaxError (s ^ 2)) * (1 + s ^ 2) := by
    rw [hq]
    unfold optWeight
    rw [Real.sqrt_sq hs.le]
    ring
  have hqpos : 0 < 1 - minimaxError (s ^ 2) := by
    rw [hq]
    positivity
  rw [Real.sqrt_sq hs.le] at e2
  rw [hw]
  generalize minimaxError (s ^ 2) = δ at *
  have e2' := mul_le_mul_of_nonneg_left e2 hs.le
  have e3' := mul_le_mul_of_nonneg_left e3 (sq_nonneg s)
  have hb' : (1 - δ) * (1 + s ^ 2) * (s ^ 2 + d) = 2 * s * (1 + δ) * (s ^ 2 + d) := by
    rw [hb]
  -- both end-point inequalities are equalities
  have t1 : c * s ^ 2 = (1 - δ) * ((s ^ 2) ^ 2 + d) := by
    apply le_antisymm _ e1
    linarith
  have t3 : s ^ 2 * c = s ^ 2 * ((1 - δ) * (1 + d)) := by
    apply le_antisymm <;> linarith
  have hc : c = (1 - δ) * (1 + d) := mul_left_cancel₀ ha.ne' t3
  have hz : ((1 - δ) * (1 - s ^ 2)) * (d - s ^ 2) = 0 := by
    linear_combination t3 - t1
  have hne : (1 - δ) * (1 - s ^ 2) ≠ 0 := (mul_pos hqpos (sub_pos.2 ha1)).ne'
  have hds : d = s ^ 2 := sub_eq_zero.1 ((mul_eq_zero.1 hz).resolve_left hne)
  exact ⟨hds, by rw [hc, hds]⟩
```

## (g) Both sides of the gap

For $a>0$ and the parameters of (c), show that

$$|r(x)-\operatorname{sgn}x|\le E(a)\quad\text{whenever }a\le|x|\le1.$$

For $x>0$ this is (c). For $x<0$, oddness gives $r(x)+1=-(r(-x)-1)$, and (c) applies at $-x$. The proof splits into the same two cases.

```lean
/-- For `a > 0`, the optimal function approximates the sign function with error at most
`minimaxError a` on both sides of the gap, `a ≤ |x| ≤ 1`. -/
theorem sign_error_le {a x : ℝ} (ha : 0 < a) (hx : |x| ∈ Icc a 1) :
    |onePole (optWeight a) a x - Real.sign x| ≤ minimaxError a := by
  have hx0 : x ≠ 0 := abs_pos.1 (ha.trans_le hx.1)
  rcases lt_or_gt_of_ne hx0 with hneg | hpos
  · rw [abs_of_neg hneg] at hx
    have hodd : onePole (optWeight a) a x - (-1)
        = -(onePole (optWeight a) a (-x) - 1) := by
      unfold onePole
      rw [neg_sq]
      ring
    rw [Real.sign_of_neg hneg, hodd, abs_neg]
    exact optimal_error_le ha hx
  · rw [abs_of_pos hpos] at hx
    rw [Real.sign_of_pos hpos]
    exact optimal_error_le ha hx
```

## (h) The error in the electron count

Let finitely many levels $\varepsilon_i$ satisfy $a\le|\varepsilon_i-\mu|\le1$ with $a>0$. Let $M$ be the number of levels and $N$ the number below $\mu$, each level counted once. With $r$ as in (c), show that

$$\left|\sum_i\frac{1-r(\varepsilon_i-\mu)}2-N\right|\le M\,\frac{E(a)}2.$$

The exact occupation $(1-\operatorname{sgn}(\varepsilon_i-\mu))/2$ is 1 below $\mu$ and 0 above, so these occupations add up to $N$. Each approximate occupation differs from the exact one by half the sign error, at most $E(a)/2$ by (g). The triangle inequality, `Finset.abs_sum_le_sum_abs`, completes the sum. For $a=1/4$ the bound is $1/18$ of an electron per level.

The levels enter as given numbers, and the bound covers only the replacement of the sign by $r$. Errors in the levels themselves and rounding errors are not included.

```lean
/-- If all orbital energies satisfy `a ≤ |ε i - μ| ≤ 1` with `a > 0`, the sum of the approximate
occupations `(1 - r(ε i - μ)) / 2`, with `r` the optimal function, differs from the number of
levels below `μ` by at most `minimaxError a / 2` per level. -/
theorem electron_count_error {ι : Type*} [Fintype ι] {a μ : ℝ} (ε : ι → ℝ) (ha : 0 < a)
    (hε : ∀ i, |ε i - μ| ∈ Icc a 1) :
    |∑ i, (1 - onePole (optWeight a) a (ε i - μ)) / 2
        - ((Finset.univ.filter (fun i => ε i < μ)).card : ℝ)|
      ≤ Fintype.card ι * (minimaxError a / 2) := by
  have hcard : ((Finset.univ.filter (fun i => ε i < μ)).card : ℝ)
      = ∑ i, if ε i < μ then (1 : ℝ) else 0 := by simp
  rw [hcard, ← Finset.sum_sub_distrib]
  refine (Finset.abs_sum_le_sum_abs _ _).trans ?_
  rw [← nsmul_eq_mul, ← Finset.card_univ, ← Finset.sum_const]
  refine Finset.sum_le_sum fun i _ => ?_
  -- each occupation inherits half of the sign error
  have h := sign_error_le ha (hε i)
  by_cases hi : ε i < μ
  · rw [Real.sign_of_neg (sub_neg.2 hi), abs_le] at h
    rw [if_pos hi, abs_le]
    constructor <;> linarith [h.1, h.2]
  · have hne : ε i - μ ≠ 0 := abs_pos.1 (ha.trans_le (hε i).1)
    have hpos : 0 < ε i - μ :=
      lt_of_le_of_ne (sub_nonneg.2 (not_lt.1 hi)) hne.symm
    rw [Real.sign_of_pos hpos, abs_le] at h
    rw [if_neg hi, abs_le]
    constructor <;> linarith [h.1, h.2]

end

end ZolotarevOnePole
```

```lean
#print axioms ZolotarevOnePole.zolotarev_one_pole
#print axioms ZolotarevOnePole.optimal_unique
#print axioms ZolotarevOnePole.sign_error_le
#print axioms ZolotarevOnePole.electron_count_error
```

```
'ZolotarevOnePole.zolotarev_one_pole' depends on axioms: [propext, Classical.choice, Quot.sound]
'ZolotarevOnePole.optimal_unique' depends on axioms: [propext, Classical.choice, Quot.sound]
'ZolotarevOnePole.sign_error_le' depends on axioms: [propext, Classical.choice, Quot.sound]
'ZolotarevOnePole.electron_count_error' depends on axioms: [propext, Classical.choice, Quot.sound]
```
